# A driven Lorentz oscillator with positive damping forgets its initial conditions

Take two identical bound charges in the same light field, started differently. If nothing damps them, the difference between their motions keeps its energy forever, and the field alone does not determine the late response. The Lorentz model's susceptibility is read from the steady oscillation; it gives the late response from every start only if the start-up transient dies out. For one linear, classical oscillator with positive damping it does, so a time-domain calculation of its steady response may start from any position and velocity, provided that it runs long enough.

In Lean 4 with Mathlib:

```lean
import Mathlib

open Set Filter Topology

namespace LorentzOscillatorMemory

noncomputable section
```

## The equation of motion

The position $x$ and velocity $v$ obey

$$x'=v,\qquad v'=E(t)-g\,v-w_0^2x\qquad(t\ge 0).$$

Here $w_0$ is the resonance frequency (usually $\omega_0$), and $g$ is the damping constant (often $\gamma$), which stands for energy lost to radiation and collisions. The letter $E$ denotes force per unit mass: the electric field times charge over mass.

`IsMotion` states these equations, with one-sided derivatives at $t=0$. It assumes neither continuity nor boundedness of $E$, but it does assume that the motion exists. Since derivatives have no jumps, a drive that jumps at some $t>0$ admits no such motion.

```lean
/-- The position `x` and velocity `v` obey `x'' + g x' + w0² x = E(t)` at all times `t ≥ 0`
(with one-sided derivatives at `t = 0`). -/
def IsMotion (g w0 : ℝ) (E x v : ℝ → ℝ) : Prop :=
  ∀ t, 0 ≤ t → HasDerivWithinAt x (v t) (Ici 0) t ∧
    HasDerivWithinAt v (E t - g * v t - w0 ^ 2 * x t) (Ici 0) t
```

The energy per unit mass is $\tfrac12(v^2+w_0^2x^2)$.

```lean
/-- Energy per unit mass of an oscillator with position `x` and velocity `v`. -/
def energy (w0 x v : ℝ) : ℝ := (v ^ 2 + w0 ^ 2 * x ^ 2) / 2
```

The decay will be measured against the rate

$$r=\frac{g\,w_0^2}{g^2+4w_0^2}.$$

```lean
/-- The rate `g w0² / (g² + 4 w0²)`, for `g` and `w0` not both zero. -/
def forgetRate (g w0 : ℝ) : ℝ := g * w0 ^ 2 / (g ^ 2 + 4 * w0 ^ 2)
```

## The drive cancels

Let $(x,v)$ and $(y,u)$ be motions under the same $E$. Subtracting their equations gives

$$(x-y)'=v-u,\qquad (v-u)'=-g(v-u)-w_0^2(x-y),$$

so the difference moves freely.

```lean
variable {g w0 : ℝ} {E x v y u : ℝ → ℝ}

/-- The difference of two motions under the same drive is a motion without drive. -/
theorem IsMotion.sub (hx : IsMotion g w0 E x v) (hy : IsMotion g w0 E y u) :
    IsMotion g w0 (fun _ => 0) (fun t => x t - y t) (fun t => v t - u t) := by
  intro t ht
  refine ⟨(hx t ht).1.fun_sub (hy t ht).1, ?_⟩
  show HasDerivWithinAt _ (0 - g * (v t - u t) - w0 ^ 2 * (x t - y t)) _ _
  exact ((hx t ht).2.fun_sub (hy t ht).2).congr_deriv (by ring)
```

## Friction acts only on the velocity

Differentiating the energy along a motion gives

$$v(E-gv-w_0^2x)+w_0^2xv=vE-gv^2.$$

```lean
/-- Energy balance: the energy changes at the rate `v E` supplied by the drive minus the
rate `g v²` lost to friction. -/
theorem energy_balance (hx : IsMotion g w0 E x v) {t : ℝ} (ht : 0 ≤ t) :
    HasDerivWithinAt (fun s => energy w0 (x s) (v s))
      (v t * E t - g * v t ^ 2) (Ici 0) t := by
  obtain ⟨h1, h2⟩ := hx t ht
  exact (((h2.fun_pow 2).fun_add ((h1.fun_pow 2).const_mul (w0 ^ 2))).div_const 2).congr_deriv
    (by ring)
```

Without drive the loss $gv^2$ vanishes at turning points, so this balance alone gives no exponential decay. A small multiple of $xv$ will repair that, provided $r$ is small enough. For $g,w_0>0$:

- $4r\le g$, because $4w_0^2\le g^2+4w_0^2$;
- $rg\le w_0^2$, because $g^2\le g^2+4w_0^2$;
- $4r\le w_0$, hence $16r^2\le w_0^2$, because $(g-2w_0)^2\ge0$.

```lean
/-- For `g, w0 > 0` the rate `r = forgetRate g w0` is positive and satisfies `4 r ≤ g`,
`r g ≤ w0²` and `16 r² ≤ w0²`. -/
theorem forgetRate_bounds (hg : 0 < g) (hw : 0 < w0) :
    0 < forgetRate g w0 ∧ 4 * forgetRate g w0 ≤ g ∧ forgetRate g w0 * g ≤ w0 ^ 2 ∧
      16 * forgetRate g w0 ^ 2 ≤ w0 ^ 2 := by
  have hD : 0 < g ^ 2 + 4 * w0 ^ 2 := by positivity
  have h0 : 0 < forgetRate g w0 := by unfold forgetRate; positivity
  have h1 : forgetRate g w0 ≤ g / 4 := by
    unfold forgetRate
    rw [div_le_iff₀ hD]
    nlinarith [pow_pos hg 3]
  have h2 : forgetRate g w0 * g ≤ w0 ^ 2 := by
    unfold forgetRate
    rw [div_mul_eq_mul_div, div_le_iff₀ hD]
    nlinarith [pow_pos hw 4]
  have h3 : forgetRate g w0 ≤ w0 / 4 := by
    unfold forgetRate
    rw [div_le_iff₀ hD]
    nlinarith [mul_nonneg hw.le (sq_nonneg (g - 2 * w0))]
  exact ⟨h0, by linarith, h2, by nlinarith⟩
```

For a free motion put $M=v^2+w_0^2x^2+2r\,xv$, which is twice the energy plus the correction. Then $(Me^{rt})'=-Q\,e^{rt}$ with

$$\begin{aligned}Q&=(2g-3r)v^2+2r(g-r)xv+rw_0^2x^2\\&=r(w_0^2-rg)x^2+(g-r)(rx+v)^2+(g-2r)v^2+r^3x^2\ge0.\end{aligned}$$

So $Me^{rt}$ never increases. Moreover,

$$|2r\,xv|\le\tfrac14(v^2+16r^2x^2)\le\tfrac14(v^2+w_0^2x^2),$$

so $M$ lies between $\tfrac34$ and $\tfrac54$ of twice the energy. The energy at $t$ is therefore at most $\tfrac53e^{-rt}$ times its initial value; the theorem rounds $\tfrac53$ up to $2$. The rate $r$ is a safe bound, not the true rate: for $g\ll w_0$ it is close to $g/4$, while the energy of the free oscillation falls roughly as $e^{-gt}$.

In the proof, `hQ0` is the sign of $Q$, `hd` the derivative, `anti` the monotonicity, and `lower` and `upper` the comparison with the energy.

```lean
/-- Without drive and with `g, w0 > 0`, the energy at time `t ≥ 0` is at most twice the initial
energy times `exp (-r t)`, where `r = g w0² / (g² + 4 w0²)`. -/
theorem energy_decay (hg : 0 < g) (hw : 0 < w0) (h : IsMotion g w0 (fun _ => 0) x v)
    {t : ℝ} (ht : 0 ≤ t) :
    energy w0 (x t) (v t) ≤
      2 * energy w0 (x 0) (v 0) * Real.exp (-(forgetRate g w0 * t)) := by
  obtain ⟨e0, e1, e2, e3⟩ := forgetRate_bounds hg hw
  generalize forgetRate g w0 = r at e0 e1 e2 e3 ⊢
  -- with the modified energy `M = v² + w0² x² + 2 r x v`, the derivative of `M exp (r s)` is
  -- `-Q exp (r s)`, where `Q` is a weighted sum of squares
  obtain ⟨Q, hQ⟩ : ∃ Q : ℝ → ℝ, ∀ s, Q s = r * (w0 ^ 2 - r * g) * x s ^ 2
      + (g - r) * (r * x s + v s) ^ 2 + (g - 2 * r) * v s ^ 2 + r ^ 3 * x s ^ 2 :=
    ⟨_, fun _ => rfl⟩
  have hQ0 : ∀ s, -Q s * Real.exp (r * s) ≤ 0 := by
    intro s
    have a1 := mul_nonneg (mul_nonneg e0.le (sub_nonneg.2 e2)) (sq_nonneg (x s))
    have a2 := mul_nonneg (show 0 ≤ g - r by linarith) (sq_nonneg (r * x s + v s))
    have a3 := mul_nonneg (show 0 ≤ g - 2 * r by linarith) (sq_nonneg (v s))
    have a4 := mul_nonneg (pow_pos e0 3).le (sq_nonneg (x s))
    have a5 : 0 ≤ Q s := by rw [hQ]; linarith
    have a6 := mul_nonneg a5 (Real.exp_pos (r * s)).le
    linarith
  have hd : ∀ s ∈ Ici (0 : ℝ), HasDerivWithinAt
      (fun s => (v s ^ 2 + w0 ^ 2 * x s ^ 2 + 2 * r * (x s * v s)) * Real.exp (r * s))
      (-Q s * Real.exp (r * s)) (Ici 0) s := by
    intro s hs
    have hz := (h s hs).1
    have hp : HasDerivWithinAt v (0 - g * v s - w0 ^ 2 * x s) (Ici 0) s := (h s hs).2
    have hl : HasDerivAt (fun q : ℝ => r * q) r s := by
      simpa using (hasDerivAt_id' s).const_mul r
    exact ((((hp.fun_pow 2).fun_add ((hz.fun_pow 2).const_mul (w0 ^ 2))).fun_add
      ((hz.fun_mul hp).const_mul (2 * r))).fun_mul hl.exp.hasDerivWithinAt).congr_deriv
      (by rw [hQ]; ring)
  have anti := antitoneOn_of_hasDerivWithinAt_nonpos (convex_Ici (0 : ℝ))
    (fun s hs => (hd s hs).continuousWithinAt)
    (fun s hs => (hd s (interior_subset hs)).mono interior_subset) (fun s _ => hQ0 s)
  have key := anti (mem_Ici.2 le_rfl) (mem_Ici.2 ht) ht
  simp only [mul_zero, Real.exp_zero, mul_one] at key
  -- the modified energy is comparable with the energy
  have lower : 3 / 4 * (v t ^ 2 + w0 ^ 2 * x t ^ 2) ≤
      v t ^ 2 + w0 ^ 2 * x t ^ 2 + 2 * r * (x t * v t) := by
    nlinarith [sq_nonneg (v t + 4 * r * x t), mul_nonneg (sub_nonneg.2 e3) (sq_nonneg (x t))]
  have upper : v 0 ^ 2 + w0 ^ 2 * x 0 ^ 2 + 2 * r * (x 0 * v 0) ≤
      5 / 4 * (v 0 ^ 2 + w0 ^ 2 * x 0 ^ 2) := by
    nlinarith [sq_nonneg (v 0 - 4 * r * x 0), mul_nonneg (sub_nonneg.2 e3) (sq_nonneg (x 0))]
  have hm := mul_le_mul_of_nonneg_right lower (Real.exp_pos (r * t)).le
  have hpos : 0 ≤ v 0 ^ 2 + w0 ^ 2 * x 0 ^ 2 := by positivity
  rw [Real.exp_neg, ← div_eq_mul_inv, le_div_iff₀ (Real.exp_pos _)]
  unfold energy
  linarith
```

## Both differences vanish

Apply this bound to the difference, whose initial energy is $C$:

$$(v-u)^2\le4C\,e^{-rt},\qquad (x-y)^2\le\frac{4C}{w_0^2}\,e^{-rt}.$$

Taking square roots and squeezing, which is the step `aux`, gives the limits. The theorem says that, for $g,w_0>0$, any two motions under one drive approach each other in position and velocity. Neither motion need settle down by itself.

The drive must be the same prescribed function for both. In a dense material the local field depends on the polarisation, and applying the theorem there requires a separate argument.

```lean
/-- A driven oscillator with `g, w0 > 0` forgets its initial conditions: for any two motions
under the same drive, the differences of position and of velocity tend to zero. -/
theorem forgets_initial_conditions (hg : 0 < g) (hw : 0 < w0)
    (hx : IsMotion g w0 E x v) (hy : IsMotion g w0 E y u) :
    Tendsto (fun t => x t - y t) atTop (𝓝 0) ∧
      Tendsto (fun t => v t - u t) atTop (𝓝 0) := by
  have hr := (forgetRate_bounds hg hw).1
  obtain ⟨C, hC⟩ : ∃ C : ℝ, ∀ t, 0 ≤ t → energy w0 (x t - y t) (v t - u t) ≤
      2 * C * Real.exp (-(forgetRate g w0 * t)) :=
    ⟨_, fun t ht => energy_decay hg hw (hx.sub hy) ht⟩
  -- a quantity whose square decays exponentially tends to zero
  have aux : ∀ (f : ℝ → ℝ) (K : ℝ),
      (∀ t, 0 ≤ t → f t ^ 2 ≤ K * Real.exp (-(forgetRate g w0 * t))) →
      Tendsto f atTop (𝓝 0) := by
    intro f K hf
    have h1 : Tendsto (fun t : ℝ => Real.exp (-(forgetRate g w0 * t))) atTop (𝓝 0) :=
      Real.tendsto_exp_neg_atTop_nhds_zero.comp (tendsto_id.const_mul_atTop hr)
    have h2 := (h1.const_mul K).sqrt
    rw [mul_zero, Real.sqrt_zero] at h2
    refine squeeze_zero_norm' ?_ h2
    filter_upwards [eventually_ge_atTop (0 : ℝ)] with t ht
    exact Real.abs_le_sqrt (hf t ht)
  constructor
  · refine aux _ (4 * C / w0 ^ 2) fun t ht => ?_
    have h := hC t ht
    unfold energy at h
    rw [div_mul_eq_mul_div, le_div_iff₀ (by positivity)]
    nlinarith [sq_nonneg (v t - u t)]
  · refine aux _ (4 * C) fun t ht => ?_
    have h := hC t ht
    unfold energy at h
    nlinarith [mul_nonneg (sq_nonneg w0) (sq_nonneg (x t - y t))]
```

If $g\le0$, the energy of the difference changes at the rate $-g(v-u)^2\ge0$, so it never falls below its initial value.

```lean
/-- If `g ≤ 0`, the energy of the difference of two motions under the same drive never falls
below its initial value. -/
theorem remembers_without_damping (hg : g ≤ 0)
    (hx : IsMotion g w0 E x v) (hy : IsMotion g w0 E y u) {t : ℝ} (ht : 0 ≤ t) :
    energy w0 (x 0 - y 0) (v 0 - u 0) ≤ energy w0 (x t - y t) (v t - u t) := by
  have hd : ∀ s ∈ Ici (0 : ℝ), HasDerivWithinAt
      (fun s => energy w0 (x s - y s) (v s - u s)) (-g * (v s - u s) ^ 2) (Ici 0) s :=
    fun s hs => (energy_balance (hx.sub hy) hs).congr_deriv (by simp)
  have mono := monotoneOn_of_hasDerivWithinAt_nonneg (convex_Ici (0 : ℝ))
    (fun s hs => (hd s hs).continuousWithinAt)
    (fun s hs => (hd s (interior_subset hs)).mono interior_subset)
    (fun s _ => mul_nonneg (neg_nonneg.2 hg) (sq_nonneg (v s - u s)))
  exact mono (mem_Ici.2 le_rfl) (mem_Ici.2 ht) ht
```

## Approach to the steady oscillation

For the drive $F\cos(wt)$, with amplitude $F$ and frequency $w$, try $x=a\cos(wt)+b\sin(wt)$. Matching coefficients gives

$$(w_0^2-w^2)a+gw\,b=F,\qquad (w_0^2-w^2)b-gw\,a=0.$$

With $D=(w_0^2-w^2)^2+(gw)^2$, the solution is $a=F(w_0^2-w^2)/D$ and $b=Fgw/D$.

```lean
/-- Position in the steady oscillation under the drive `F cos (w t)`, for `g w` and
`w0² - w²` not both zero. -/
def steadyPosition (g w0 F w t : ℝ) : ℝ :=
  F * ((w0 ^ 2 - w ^ 2) * Real.cos (w * t) + g * w * Real.sin (w * t)) /
    ((w0 ^ 2 - w ^ 2) ^ 2 + (g * w) ^ 2)
```

The velocity is $v=w\,(b\cos(wt)-a\sin(wt))$.

```lean
/-- Velocity in the steady oscillation under the drive `F cos (w t)`, for `g w` and
`w0² - w²` not both zero. -/
def steadyVelocity (g w0 F w t : ℝ) : ℝ :=
  F * w * (g * w * Real.cos (w * t) - (w0 ^ 2 - w ^ 2) * Real.sin (w * t)) /
    ((w0 ^ 2 - w ^ 2) ^ 2 + (g * w) ^ 2)
```

For $g,w_0>0$ the denominator is positive: $D=w_0^4$ at $w=0$, and $gw\ne0$ otherwise. Differentiating the two formulas confirms the equation of motion; the last line of the proof uses $D/D=1$.

```lean
/-- For `g, w0 > 0` the steady oscillation solves the equation of motion with the drive
`F cos (w t)`. -/
theorem steady_isMotion (hg : 0 < g) (hw : 0 < w0) (F w : ℝ) :
    IsMotion g w0 (fun t => F * Real.cos (w * t))
      (steadyPosition g w0 F w) (steadyVelocity g w0 F w) := by
  have hD : 0 < (w0 ^ 2 - w ^ 2) ^ 2 + (g * w) ^ 2 := by
    by_cases h : w = 0
    · subst h
      nlinarith [pow_pos hw 4]
    · positivity
  have hone := div_self hD.ne'
  intro t _
  have hl : HasDerivAt (fun s : ℝ => w * s) w t := by
    simpa using (hasDerivAt_id' t).const_mul w
  have hc := hl.cos
  have hs := hl.sin
  constructor
  · exact ((((hc.const_mul (w0 ^ 2 - w ^ 2)).fun_add (hs.const_mul (g * w))).const_mul
      F).div_const ((w0 ^ 2 - w ^ 2) ^ 2 + (g * w) ^ 2)).hasDerivWithinAt.congr_deriv
      (by unfold steadyVelocity; ring)
  · show HasDerivWithinAt _ (F * Real.cos (w * t) - g * steadyVelocity g w0 F w t
      - w0 ^ 2 * steadyPosition g w0 F w t) _ _
    exact ((((hc.const_mul (g * w)).fun_sub (hs.const_mul (w0 ^ 2 - w ^ 2))).const_mul
      (F * w)).div_const ((w0 ^ 2 - w ^ 2) ^ 2 + (g * w) ^ 2)).hasDerivWithinAt.congr_deriv
      (by
        unfold steadyVelocity steadyPosition
        linear_combination (F * Real.cos (w * t)) * hone)
```

Taking this oscillation as the second motion in the comparison shows that every motion under the drive $F\cos(wt)$ converges to it.

```lean
/-- Under the drive `F cos (w t)` and with `g, w0 > 0`, every motion approaches the steady
oscillation in position and in velocity. -/
theorem approaches_steady (hg : 0 < g) (hw : 0 < w0) {F w : ℝ}
    (hx : IsMotion g w0 (fun t => F * Real.cos (w * t)) x v) :
    Tendsto (fun t => x t - steadyPosition g w0 F w t) atTop (𝓝 0) ∧
      Tendsto (fun t => v t - steadyVelocity g w0 F w t) atTop (𝓝 0) :=
  forgets_initial_conditions hg hw hx (steady_isMotion hg hw F w)

end

end LorentzOscillatorMemory
```

```lean
#print axioms LorentzOscillatorMemory.forgets_initial_conditions
#print axioms LorentzOscillatorMemory.remembers_without_damping
#print axioms LorentzOscillatorMemory.approaches_steady
```

```
'LorentzOscillatorMemory.forgets_initial_conditions' depends on axioms: [propext, Classical.choice, Quot.sound]
'LorentzOscillatorMemory.remembers_without_damping' depends on axioms: [propext, Classical.choice, Quot.sound]
'LorentzOscillatorMemory.approaches_steady' depends on axioms: [propext, Classical.choice, Quot.sound]
```
